# The Bethe sum rule for a particle on a tight-binding ring

Put one particle on a ring of two sites. A forward hop and a backward hop both lead to the other site, so the shift $S=\begin{pmatrix}0&1\\1&0\end{pmatrix}$ is its own inverse. With hopping energy $t$ and site energies $V=\mathrm{diag}(V_0,V_1)$, the Hamiltonian is $H=V-t(S+S^{-1})=V-2tS$. The density wave of wavenumber $q=\pi$ is $U=\mathrm{diag}(1,-1)$. It leaves $V$ alone and reverses the sign of the hop, $U^*SU=USU^*=-S$, hence

$$U^*HU+UHU^*-2H=8tS=2t(1-\cos\pi)(S+S^{-1}).$$

The potential has cancelled and only the hopping is left. On $N$ sites the sign becomes a phase $e^{\pm iq}$, and the same cancellation gives a sum rule for transition strengths.

## The ring and its density waves

The sites are the elements $0,\dots,N-1$ of `Fin N`, whose addition is cyclic, and `NeZero N` means $N\ge1$. Operators are complex $N\times N$ matrices.

```lean
import Mathlib

open scoped Matrix

namespace BetheSumRuleRing

noncomputable section

variable {N : ℕ} [NeZero N]
```

The shift acts as $S|n\rangle=|n+1\rangle$, so $S_{mn}=1$ when $m=n+1$ and zero otherwise.

```lean
/-- The cyclic shift, which moves a particle from site `n` to site `n + 1`. -/
def shift (N : ℕ) [NeZero N] : Matrix (Fin N) (Fin N) ℂ :=
  Matrix.of fun m n => if m = n + 1 then 1 else 0
```

The hopping operator is $K=S+S^{-1}$, with the true matrix inverse.

```lean
/-- The hopping operator `S + S⁻¹`. -/
def hopping (N : ℕ) [NeZero N] : Matrix (Fin N) (Fin N) ℂ := shift N + (shift N)⁻¹
```

The Hamiltonian is $H=V-tK$, with real $t$ and an arbitrary real potential. It describes a single particle, without interactions or magnetic flux.

```lean
/-- The tight-binding Hamiltonian `V - t (S + S⁻¹)` with on-site potential `V`. -/
def hamiltonian (V : Fin N → ℝ) (t : ℝ) : Matrix (Fin N) (Fin N) ℂ :=
  Matrix.diagonal (fun n => (V n : ℂ)) - (t : ℂ) • hopping N
```

The wavenumber is $q=2\pi j/N$ for an integer $j$, dimensionless because the lattice spacing is one.

```lean
/-- The wavenumber `q = 2πj/N`. -/
def wavenumber (N : ℕ) (j : ℤ) : ℝ := 2 * Real.pi * j / N
```

The density wave is $U=\mathrm{diag}(e^{iqn})$.

```lean
/-- The density wave `U = diag(exp(i q n))`. -/
def phase (N : ℕ) [NeZero N] (j : ℤ) : Matrix (Fin N) (Fin N) ℂ :=
  Matrix.diagonal fun n => Complex.exp (Complex.I * wavenumber N j * ((n : ℕ) : ℂ))
```

If the columns of $W$ are states $|a\rangle$, the transition amplitudes are $A_{ab}=\langle a|U|b\rangle=(W^*UW)_{ab}$. The star denotes the adjoint, written `ᴴ` in Lean.

```lean
/-- The matrix of `U` between the states given by the columns of `W`. -/
def transition (W : Matrix (Fin N) (Fin N) ℂ) (j : ℤ) : Matrix (Fin N) (Fin N) ℂ :=
  Wᴴ * phase N j * W
```

## A uniform phase advance around the ring

The adjoint of the shift has entries $(S^*)_{mn}=1$ when $n=m+1$.

```lean
lemma shift_star_apply (m n : Fin N) :
    (shift N)ᴴ m n = if n = m + 1 then 1 else 0 := by
  rw [Matrix.conjTranspose_apply, shift, Matrix.of_apply]
  split_ifs <;> simp
```

It moves the particle back by one site, so $S^*S=1$ and $S^{-1}=S^*$. The proof compares entries.

```lean
/-- The inverse of the cyclic shift is its adjoint. -/
theorem shift_inv : (shift N)⁻¹ = (shift N)ᴴ := by
  apply Matrix.inv_eq_left_inv
  ext m n
  rw [Matrix.mul_apply]
  simp only [shift_star_apply]
  simp [shift, Matrix.one_apply]
  exact if_congr eq_comm rfl rfl
```

Let $r$ be the label of the site after $n$. Then $r+Nd=n+1$ for some natural number $d$, which is nonzero only at the closing bond. Since $qN=2\pi j$,

$$e^{iqr}=e^{iq(n+1)}e^{-2\pi ijd}=e^{iq}e^{iqn}.$$

This is where the quantisation of $q$ enters.

```lean
/-- The phase advances by `exp(i q)` from each site to the next, also across the closing bond. -/
theorem phase_succ (j : ℤ) (n : Fin N) :
    Complex.exp (Complex.I * wavenumber N j * (((n + 1 : Fin N) : ℕ) : ℂ)) =
      Complex.exp (Complex.I * wavenumber N j) *
        Complex.exp (Complex.I * wavenumber N j * ((n : ℕ) : ℂ)) := by
  have hN : (N : ℝ) ≠ 0 := Nat.cast_ne_zero.mpr (NeZero.ne N)
  have hq : wavenumber N j * N = 2 * Real.pi * j := div_mul_cancel₀ _ hN
  have hq' : (wavenumber N j : ℂ) * N = 2 * Real.pi * j := by exact_mod_cast hq
  obtain ⟨d, hd⟩ : ∃ d : ℕ, ((n + 1 : Fin N) : ℕ) + N * d = (n : ℕ) + 1 :=
    ⟨((n : ℕ) + 1) / N, by
      rw [Fin.val_add, Fin.val_one', Nat.add_mod_mod]; exact Nat.mod_add_div _ _⟩
  generalize ((n + 1 : Fin N) : ℕ) = r at hd ⊢
  have hd' : (r : ℂ) + N * d = ((n : ℕ) : ℂ) + 1 := by exact_mod_cast hd
  -- going once around the ring changes the exponent by a multiple of 2πi
  rw [← Complex.exp_add, Complex.exp_eq_exp_iff_exists_int]
  refine ⟨-(j * (d : ℤ)), ?_⟩
  push_cast
  linear_combination (Complex.I * wavenumber N j) * hd' - Complex.I * d * hq'
```

Each diagonal entry of $U$ has modulus one, so $U^*U=1$.

```lean
/-- The density wave `U` is unitary. -/
theorem phase_unitary (j : ℤ) : (phase N j)ᴴ * phase N j = 1 := by
  rw [phase, Matrix.diagonal_conjTranspose, Matrix.diagonal_mul_diagonal, ← Matrix.diagonal_one]
  congr 1
  funext n
  rw [Pi.star_apply, ← starRingEnd_apply, ← Complex.exp_conj, ← Complex.exp_add]
  simp
```

Acting on a site, $US|n\rangle=e^{iq(n+1)}|n+1\rangle=e^{iq}SU|n\rangle$, also across the closing bond. Hence $US=e^{iq}SU$.

```lean
/-- Exchange relation of density wave and shift: `U S = exp(i q) S U`. -/
theorem phase_mul_shift (j : ℤ) :
    phase N j * shift N =
      Complex.exp (Complex.I * wavenumber N j) • (shift N * phase N j) := by
  ext m n
  rw [phase, Matrix.diagonal_mul, Matrix.smul_apply, Matrix.mul_diagonal, shift,
    Matrix.of_apply, smul_eq_mul]
  split_ifs with h
  · rw [h, phase_succ]; ring
  · simp
```

## The potential cancels

The exchange relation gives $USU^*=e^{iq}S$ and $U^*SU=e^{-iq}S$. Their adjoints are $US^{-1}U^*=e^{-iq}S^{-1}$ and $U^*S^{-1}U=e^{iq}S^{-1}$. Adding all four,

$$U^*KU+UKU^*=(e^{iq}+e^{-iq})K=2\cos q\,K.$$

In the proof, `h1` to `h4` are these four relations.

```lean
/-- Conjugating the hopping by `U` and by `U*` and adding multiplies it by `2 cos q`. -/
theorem hopping_conjugation (j : ℤ) :
    (phase N j)ᴴ * hopping N * phase N j + phase N j * hopping N * (phase N j)ᴴ =
      (2 * Real.cos (wavenumber N j) : ℂ) • hopping N := by
  have hU := phase_unitary (N := N) j
  have hU' := mul_eq_one_comm.mp hU
  have hw := phase_mul_shift (N := N) j
  have hcos : (2 * Real.cos (wavenumber N j) : ℂ) =
      Complex.exp (Complex.I * wavenumber N j) + Complex.exp (-(Complex.I * wavenumber N j)) := by
    rw [Complex.ofReal_cos, Complex.cos, neg_mul, mul_comm (wavenumber N j : ℂ) Complex.I]
    ring
  have hc : star (Complex.exp (Complex.I * wavenumber N j)) =
      Complex.exp (-(Complex.I * wavenumber N j)) := by
    rw [← starRingEnd_apply, ← Complex.exp_conj]; simp
  have hdc : Complex.exp (-(Complex.I * wavenumber N j)) *
      Complex.exp (Complex.I * wavenumber N j) = 1 := by
    rw [← Complex.exp_add]; simp
  rw [hcos]
  generalize Complex.exp (Complex.I * wavenumber N j) = c at *
  generalize Complex.exp (-(Complex.I * wavenumber N j)) = d at *
  have hd : star d = c := by rw [← hc, star_star]
  generalize phase N j = U at *
  have h1 : U * shift N * Uᴴ = c • shift N := by
    rw [hw, Matrix.smul_mul, Matrix.mul_assoc, hU', Matrix.mul_one]
  have h : c • (Uᴴ * shift N * U) = shift N := by
    rw [Matrix.mul_assoc, ← Matrix.mul_smul, ← hw, ← Matrix.mul_assoc, hU, Matrix.one_mul]
  have h2 : Uᴴ * shift N * U = d • shift N := by
    calc Uᴴ * shift N * U = (d * c) • (Uᴴ * shift N * U) := by rw [hdc, one_smul]
      _ = d • shift N := by rw [← smul_smul, h]
  -- the backward hops follow by taking adjoints
  have h3 := congrArg Matrix.conjTranspose h2
  rw [Matrix.conjTranspose_mul, Matrix.conjTranspose_mul, Matrix.conjTranspose_conjTranspose,
    Matrix.conjTranspose_smul, hd, ← Matrix.mul_assoc] at h3
  have h4 := congrArg Matrix.conjTranspose h1
  rw [Matrix.conjTranspose_mul, Matrix.conjTranspose_mul, Matrix.conjTranspose_conjTranspose,
    Matrix.conjTranspose_smul, hc, ← Matrix.mul_assoc] at h4
  rw [hopping, shift_inv]
  simp only [Matrix.mul_add, Matrix.add_mul, h1, h2, h3, h4]
  module
```

The diagonal matrices $V$ and $U$ commute, so $U^*VU=UVU^*=V$. Therefore

$$U^*HU+UHU^*-2H=2V-2t\cos q\,K-2V+2tK=2t(1-\cos q)K.$$

This holds for every $N\ge1$. At $N=1$ both sides vanish, since $q$ is a multiple of $2\pi$.

```lean
/-- Operator identity on the ring:
`U* H U + U H U* - 2H = 2t (1 - cos q) (S + S⁻¹)`. -/
theorem ring_operator_identity (V : Fin N → ℝ) (t : ℝ) (j : ℤ) :
    (phase N j)ᴴ * hamiltonian V t * phase N j + phase N j * hamiltonian V t * (phase N j)ᴴ
      - (2 : ℂ) • hamiltonian V t =
      (2 * t * (1 - Real.cos (wavenumber N j)) : ℂ) • hopping N := by
  have hU := phase_unitary (N := N) j
  have hU' := mul_eq_one_comm.mp hU
  have hK := hopping_conjugation (N := N) j
  -- the potential commutes with the density wave and drops out
  have hDU : Matrix.diagonal (fun n => (V n : ℂ)) * phase N j =
      phase N j * Matrix.diagonal (fun n => (V n : ℂ)) := by
    rw [phase, Matrix.diagonal_mul_diagonal, Matrix.diagonal_mul_diagonal]
    congr 1
    funext n
    exact mul_comm _ _
  rw [hamiltonian]
  generalize Matrix.diagonal (fun n => (V n : ℂ)) = D at *
  generalize phase N j = U at *
  have hD1 : Uᴴ * D * U = D := by
    rw [Matrix.mul_assoc, hDU, ← Matrix.mul_assoc, hU, Matrix.one_mul]
  have hD2 : U * D * Uᴴ = D := by
    rw [← hDU, Matrix.mul_assoc, hU', Matrix.mul_one]
  simp only [Matrix.mul_sub, Matrix.sub_mul, Matrix.mul_smul, Matrix.smul_mul, hD1, hD2]
  linear_combination (norm := module) (-(t : ℂ)) • hK
```

On an open chain, with $S$ lacking the closing bond and $S^*$ in place of the missing inverse, the same identity would hold for every real $q$. On the ring, the exchange relation $US=e^{iq}SU$ used in the proof holds across the closing bond only when $qN$ is a multiple of $2\pi$.

## From operators to transition strengths

Let $A$ be unitary and $E$ the diagonal matrix of energies $E_a$. Since $\sum_a|A_{ab}|^2=1$,

$$\sum_a(E_a-E_b)|A_{ab}|^2=(A^*EA)_{bb}-E_b.$$

```lean
omit [NeZero N] in
/-- For a unitary `A`, the energy-weighted strengths out of state `b` sum to the mean energy
after applying `A`, minus the initial energy. -/
theorem energy_weighted_sum (A : Matrix (Fin N) (Fin N) ℂ) (hA : Aᴴ * A = 1)
    (E : Fin N → ℝ) (b : Fin N) :
    ((∑ a, (E a - E b) * Complex.normSq (A a b) : ℝ) : ℂ) =
      (Aᴴ * Matrix.diagonal (fun n => (E n : ℂ)) * A) b b - E b := by
  have h1 : (Aᴴ * A) b b = 1 := by rw [hA]; exact Matrix.one_apply_eq b
  rw [Matrix.mul_apply] at h1
  have h2 : (E b : ℂ) = ∑ a, (E b : ℂ) * (Aᴴ b a * A a b) := by
    rw [← Finset.mul_sum, h1, mul_one]
  rw [h2, Matrix.mul_apply, ← Finset.sum_sub_distrib, Complex.ofReal_sum]
  refine Finset.sum_congr rfl fun a _ => ?_
  rw [Matrix.mul_diagonal, Matrix.conjTranspose_apply, ← starRingEnd_apply, Complex.ofReal_mul,
    Complex.ofReal_sub, Complex.normSq_eq_conj_mul_self]
  ring
```

Now let $W$ be an orthonormal eigenbasis: $W^*W=1$ and $HW=WE$, the hypotheses `hW` and `hE`. Sandwich the operator identity between $W^*$ and $W$, and insert $WW^*=1$ between factors (`hmul`). This gives

$$A^*EA+AEA^*-2E=2t(1-\cos q)\,W^*KW.$$

Take the diagonal element $b$ and apply the previous formula to $A$ and to $A^*$:

$$\sum_a(E_a-E_b)\left(|A_{ab}|^2+|A_{ba}|^2\right)=2t(1-\cos q)\langle b|K|b\rangle.$$

Here $|A_{ba}|^2$ is the strength of $U^*$ from $b$ to $a$. The left side is a real sum, which Lean embeds in the complex numbers.

```lean
/-- Sum rule in any orthonormal eigenbasis `W`: the energy-weighted strengths of `U` and `U*`
from state `b` add up to `2t (1 - cos q)` times the expectation value of `S + S⁻¹`. -/
theorem symmetric_sum_rule (V : Fin N → ℝ) (t : ℝ) (j : ℤ) (W : Matrix (Fin N) (Fin N) ℂ)
    (E : Fin N → ℝ) (hW : Wᴴ * W = 1)
    (hE : hamiltonian V t * W = W * Matrix.diagonal (fun n => (E n : ℂ))) (b : Fin N) :
    ((∑ a, (E a - E b) * (Complex.normSq (transition W j a b) +
        Complex.normSq (transition W j b a)) : ℝ) : ℂ) =
      (2 * t * (1 - Real.cos (wavenumber N j)) : ℂ) * (Wᴴ * hopping N * W) b b := by
  have hW' := mul_eq_one_comm.mp hW
  -- completeness of the eigenbasis
  have hmul : ∀ X Y : Matrix (Fin N) (Fin N) ℂ,
      Wᴴ * X * W * (Wᴴ * Y * W) = Wᴴ * (X * Y) * W := fun X Y => by
    calc Wᴴ * X * W * (Wᴴ * Y * W) = Wᴴ * X * (W * Wᴴ) * Y * W := by
          simp only [Matrix.mul_assoc]
      _ = Wᴴ * (X * Y) * W := by rw [hW']; simp only [Matrix.mul_one, Matrix.mul_assoc]
  have hD : Matrix.diagonal (fun n => (E n : ℂ)) = Wᴴ * hamiltonian V t * W := by
    rw [Matrix.mul_assoc, hE, ← Matrix.mul_assoc, hW, Matrix.one_mul]
  have hAs : (transition W j)ᴴ = Wᴴ * (phase N j)ᴴ * W := by
    simp only [transition, Matrix.conjTranspose_mul, Matrix.conjTranspose_conjTranspose,
      Matrix.mul_assoc]
  have hA : (transition W j)ᴴ * transition W j = 1 := by
    rw [hAs, transition, hmul, phase_unitary, Matrix.mul_one, hW]
  have hA' : (transition W j)ᴴᴴ * (transition W j)ᴴ = 1 := by
    rw [Matrix.conjTranspose_conjTranspose]; exact mul_eq_one_comm.mp hA
  have key : (transition W j)ᴴ * Matrix.diagonal (fun n => (E n : ℂ)) * transition W j +
      transition W j * Matrix.diagonal (fun n => (E n : ℂ)) * (transition W j)ᴴ -
      (2 : ℂ) • Matrix.diagonal (fun n => (E n : ℂ)) =
      (2 * t * (1 - Real.cos (wavenumber N j)) : ℂ) • (Wᴴ * hopping N * W) := by
    have h := congrArg (fun M => Wᴴ * M * W) (ring_operator_identity V t j)
    simp only [Matrix.mul_add, Matrix.add_mul, Matrix.mul_sub, Matrix.sub_mul,
      Matrix.mul_smul, Matrix.smul_mul] at h
    rw [hAs, hD, transition]
    simp only [hmul]
    exact h
  have kb := congrFun (congrFun key b) b
  simp only [Matrix.add_apply, Matrix.sub_apply, Matrix.smul_apply, Matrix.diagonal_apply_eq,
    smul_eq_mul] at kb
  have e1 := energy_weighted_sum _ hA E b
  have e2 := energy_weighted_sum _ hA' E b
  have hn : ∀ a, Complex.normSq ((transition W j)ᴴ a b) =
      Complex.normSq (transition W j b a) := fun a => by
    rw [Matrix.conjTranspose_apply, ← starRingEnd_apply, Complex.normSq_conj]
  simp only [hn, Matrix.conjTranspose_conjTranspose] at e2
  simp only [mul_add, Finset.sum_add_distrib, Complex.ofReal_add]
  rw [e1, e2]
  linear_combination kb
```

To separate the two halves, take the eigenstates real, as `hreal` requires through $W^*=W^T$. Physically these are standing waves, which carry no current. Since $U$ is diagonal, $A=W^TUW$ is symmetric. The strengths for momentum transfers $q$ and $-q$ are therefore equal, $|A_{ba}|^2=|A_{ab}|^2$, and

$$\sum_a(E_a-E_b)\,|\langle a|U|b\rangle|^2=t(1-\cos q)\langle b|S+S^{-1}|b\rangle.$$

```lean
/-- Bethe sum rule on the ring: in a real orthonormal eigenbasis the energy-weighted strengths
of `U` from state `b` sum to `t (1 - cos q)` times the expectation value of `S + S⁻¹`. -/
theorem bethe_sum_rule (V : Fin N → ℝ) (t : ℝ) (j : ℤ) (W : Matrix (Fin N) (Fin N) ℂ)
    (E : Fin N → ℝ) (hW : Wᴴ * W = 1) (hreal : Wᴴ = Wᵀ)
    (hE : hamiltonian V t * W = W * Matrix.diagonal (fun n => (E n : ℂ))) (b : Fin N) :
    ((∑ a, (E a - E b) * Complex.normSq (transition W j a b) : ℝ) : ℂ) =
      (t * (1 - Real.cos (wavenumber N j)) : ℂ) * (Wᴴ * hopping N * W) b b := by
  have h := symmetric_sum_rule V t j W E hW hE b
  -- real states make the transition matrix symmetric
  have hT : (transition W j)ᵀ = transition W j := by
    rw [transition, hreal, phase]
    simp only [Matrix.transpose_mul, Matrix.transpose_transpose, Matrix.diagonal_transpose,
      Matrix.mul_assoc]
  have hs : ∀ a, transition W j b a = transition W j a b :=
    fun a => congrFun (congrFun hT a) b
  have h2 : ∑ a, (E a - E b) * (Complex.normSq (transition W j a b) +
      Complex.normSq (transition W j b a)) =
      2 * ∑ a, (E a - E b) * Complex.normSq (transition W j a b) := by
    rw [Finset.mul_sum]
    refine Finset.sum_congr rfl fun a _ => ?_
    rw [hs a]; ring
  rw [h2, Complex.ofReal_mul, Complex.ofReal_ofNat] at h
  linear_combination h / 2
```

Bethe's rule for nonrelativistic particles in continuous space, with local potentials, has a right side that doesn't depend on the state; on the lattice the hopping expectation value remains. For small $q$ and a state that varies slowly from site to site, $1-\cos q\approx q^2/2$ and $\langle b|K|b\rangle\approx2$, so the right side is approximately $tq^2$. With $t=\hbar^2/2ma^2$ for mass $m$ and spacing $a$, this heuristic limit is the free-particle recoil energy $\hbar^2(q/a)^2/2m$.

For one particle on this ring, with real eigenstates, the rule lets one test the computed energies and transition strengths, summed over all final states, against a single expectation value in the initial state. With complex eigenstates, the symmetric rule with both $U$ and $U^*$ takes its place.

## Standing waves on four sites

The eigenbasis is a hypothesis of both sum rules, so here is an explicit one. The columns below are normalised, with entries $\pm\tfrac12$.

```lean
/-- Four real standing waves on the ring of four sites, as columns. -/
def standingWaves : Matrix (Fin 4) (Fin 4) ℂ :=
  !![1/2, 1/2, 1/2, 1/2; 1/2, -1/2, 1/2, -1/2; 1/2, 1/2, -1/2, -1/2; 1/2, -1/2, -1/2, 1/2]
```

For $V=0$, $K$ adds the amplitudes of the two neighbours. The uniform column has $K=2$, the alternating one $K=-2$, and the other two $K=0$, so the energies are $-2t,2t,0,0$. Lean checks orthonormality, reality and the eigenvalue equation entry by entry.

```lean
/-- The standing waves are a real orthonormal eigenbasis of the four-site ring without potential,
with energies `-2t, 2t, 0, 0`. -/
theorem bethe_sum_rule_witness (t : ℝ) :
    standingWavesᴴ * standingWaves = 1 ∧ standingWavesᴴ = standingWavesᵀ ∧
      hamiltonian (fun _ : Fin 4 => 0) t * standingWaves =
        standingWaves * Matrix.diagonal (fun n => ((![-2 * t, 2 * t, 0, 0] n : ℝ) : ℂ)) := by
  have hr : standingWavesᴴ = standingWavesᵀ := by
    ext i j
    fin_cases i <;> fin_cases j <;> simp [standingWaves]
  have hK : hopping 4 = !![0, 1, 0, 1; 1, 0, 1, 0; 0, 1, 0, 1; 1, 0, 1, 0] := by
    rw [hopping, shift_inv]
    ext i j
    rw [Matrix.add_apply, shift_star_apply, shift, Matrix.of_apply]
    fin_cases i <;> fin_cases j <;> simp
  refine ⟨?_, hr, ?_⟩
  · rw [hr]
    ext i j
    fin_cases i <;> fin_cases j <;>
      simp [standingWaves, Matrix.mul_apply, Fin.sum_univ_four] <;> norm_num
  · rw [hamiltonian, hK]
    ext i j
    rw [Matrix.mul_diagonal, Matrix.mul_apply, Fin.sum_univ_four]
    fin_cases i <;> fin_cases j <;> simp [standingWaves] <;> ring

end

end BetheSumRuleRing
```

```lean
#print axioms BetheSumRuleRing.bethe_sum_rule
```

```
'BetheSumRuleRing.bethe_sum_rule' depends on axioms: [propext, Classical.choice, Quot.sound]
```
